# For finitely many excitations with positive energies and nonnegative weights, the squared structure factor is at most static response times f-sum

To replace a density-excitation spectrum at fixed wavevector by a single mode, one can take the mode energy as structure factor over static response or as f-sum over structure factor. Here the structure factor is the sum of the weights, the static response is the sum of weight over energy, without the factor 2 of the usual response function, and the f-sum is the sum of weight times energy. For finitely many excitations with positive energies, nonnegative weights and a nonzero total weight, the first estimate never exceeds the second, and the two agree exactly when all excitations of nonzero weight share one energy.

In Lean 4 with Mathlib:

```lean
import Mathlib

open Real

namespace StructureFactorBound

noncomputable section

variable {ι : Type*} [Fintype ι]

/-- The unnormalised static structure factor: the total weight of all excitations. -/
def structureFactor (s : ι → ℝ) : ℝ := ∑ j, s j

/-- The static response sum: each weight divided by its excitation energy, for nonzero
energies. -/
def staticResponse (s w : ι → ℝ) : ℝ := ∑ j, s j / w j

/-- The f-sum: each weight multiplied by its excitation energy. -/
def fSum (s w : ι → ℝ) : ℝ := ∑ j, s j * w j

/-- For nonzero energies, twice the gap between static response times f-sum and the squared
structure factor is a sum over pairs of excitations, weighted by their squared energy differences.
-/
theorem gap_eq_pair_sum (s w : ι → ℝ) (hw : ∀ j, w j ≠ 0) :
    2 * (staticResponse s w * fSum s w - structureFactor s ^ 2) =
      ∑ i, ∑ j, s i * s j * (w i - w j) ^ 2 / (w i * w j) := by
  have h : ∀ i j, s i * s j * (w i - w j) ^ 2 / (w i * w j) =
      (s i / w i) * (s j * w j) + (s i * w i) * (s j / w j) - 2 * (s i * s j) := by
    intro i j
    have hi := hw i
    have hj := hw j
    field_simp
    ring
  -- each product of a factor in `i` and a factor in `j` sums to a product of moments
  simp_rw [h, Finset.sum_sub_distrib, Finset.sum_add_distrib, ← Finset.mul_sum,
    ← Finset.sum_mul]
  unfold staticResponse fSum structureFactor
  ring

/-- For nonnegative weights and positive energies, the squared structure factor is at most static
response times f-sum, with equality if and only if all excitations of nonzero weight share one
energy. -/
theorem structureFactor_sq_le (s w : ι → ℝ) (hs : ∀ j, 0 ≤ s j) (hw : ∀ j, 0 < w j) :
    structureFactor s ^ 2 ≤ staticResponse s w * fSum s w ∧
      (structureFactor s ^ 2 = staticResponse s w * fSum s w ↔
        ∃ Ω, ∀ j, s j ≠ 0 → w j = Ω) := by
  have hgap := gap_eq_pair_sum s w (fun j => (hw j).ne')
  have hterm : ∀ i j, 0 ≤ s i * s j * (w i - w j) ^ 2 / (w i * w j) := fun i j =>
    div_nonneg (mul_nonneg (mul_nonneg (hs i) (hs j)) (sq_nonneg _))
      (mul_pos (hw i) (hw j)).le
  have hrow : ∀ i, 0 ≤ ∑ j, s i * s j * (w i - w j) ^ 2 / (w i * w j) := fun i =>
    Finset.sum_nonneg (fun j _ => hterm i j)
  have hsum := Finset.sum_nonneg (fun i (_ : i ∈ Finset.univ) => hrow i)
  refine ⟨by linarith, ?_, ?_⟩
  · intro heq
    -- a vanishing sum of nonnegative pair terms forces every term to vanish
    have h0 : ∑ i, ∑ j, s i * s j * (w i - w j) ^ 2 / (w i * w j) = 0 := by linarith
    have hpair : ∀ i j, s i ≠ 0 → s j ≠ 0 → w j = w i := by
      intro i j hi hj
      have h1 := (Finset.sum_eq_zero_iff_of_nonneg (fun i _ => hrow i)).1 h0 i
        (Finset.mem_univ i)
      have h2 := (Finset.sum_eq_zero_iff_of_nonneg (fun j _ => hterm i j)).1 h1 j
        (Finset.mem_univ j)
      have h3 := (div_eq_zero_iff.1 h2).resolve_right (mul_pos (hw i) (hw j)).ne'
      have h4 := (mul_eq_zero.1 h3).resolve_left (mul_ne_zero hi hj)
      have h5 : w i - w j = 0 := pow_eq_zero_iff (two_ne_zero) |>.1 h4
      linarith
    by_cases hex : ∃ i, s i ≠ 0
    · obtain ⟨i, hi⟩ := hex
      exact ⟨w i, fun j hj => hpair i j hi hj⟩
    · exact ⟨0, fun j hj => absurd ⟨j, hj⟩ hex⟩
  · rintro ⟨Ω, hΩ⟩
    have h0 : ∑ i, ∑ j, s i * s j * (w i - w j) ^ 2 / (w i * w j) = 0 := by
      refine Finset.sum_eq_zero (fun i _ => Finset.sum_eq_zero (fun j _ => ?_))
      by_cases hi : s i = 0
      · simp [hi]
      by_cases hj : s j = 0
      · simp [hj]
      simp [hΩ i hi, hΩ j hj]
    linarith

/-- For nonnegative weights, positive energies and a positive structure factor, the ratio of
structure factor to static response lies between any lower bound on the energies of nonzero weight
and the ratio of f-sum to structure factor. -/
theorem excitation_energy_bounds (s w : ι → ℝ) (hs : ∀ j, 0 ≤ s j) (hw : ∀ j, 0 < w j)
    (hS : 0 < structureFactor s) (E : ℝ) (hE : ∀ j, s j ≠ 0 → E ≤ w j) :
    E ≤ structureFactor s / staticResponse s w ∧
      structureFactor s / staticResponse s w ≤ fSum s w / structureFactor s := by
  have hmain := (structureFactor_sq_le s w hs hw).1
  have hχ0 : 0 ≤ staticResponse s w :=
    Finset.sum_nonneg (fun j _ => div_nonneg (hs j) (hw j).le)
  have hχ : 0 < staticResponse s w := by
    refine lt_of_le_of_ne hχ0 (fun h => ?_)
    rw [← h, zero_mul] at hmain
    exact absurd hmain (not_le_of_gt (pow_pos hS 2))
  constructor
  · rw [le_div_iff₀ hχ]
    unfold staticResponse structureFactor
    rw [Finset.mul_sum]
    refine Finset.sum_le_sum (fun j _ => ?_)
    by_cases hj : s j = 0
    · simp [hj]
    · calc E * (s j / w j) ≤ w j * (s j / w j) :=
            mul_le_mul_of_nonneg_right (hE j hj) (div_nonneg (hs j) (hw j).le)
        _ = s j := mul_div_cancel₀ _ (hw j).ne'
  · rw [div_le_div_iff₀ hχ hS]
    linarith

/-- For `N` electrons in volume `V`, modelled by finitely many excitations with nonnegative weights
and positive energies, the f-sum rule and a static density response of magnitude at most the inverse
Coulomb interaction `q² / (4π e²)` bound the structure factor by `N q² / (2 m ω)`, with `ω` the
plasma frequency (Gaussian units, `ħ = 1`). -/
theorem plasmon_bound (s w : ι → ℝ) (hs : ∀ j, 0 ≤ s j) (hw : ∀ j, 0 < w j)
    {N V m e q ω : ℝ} (hV : 0 < V) (hm : 0 < m) (hω : 0 < ω)
    (hplasma : m * V * ω ^ 2 = 4 * π * e ^ 2 * N)
    (hf : fSum s w = N * q ^ 2 / (2 * m))
    (hscreen : 8 * π * e ^ 2 * staticResponse s w ≤ V * q ^ 2) :
    structureFactor s ≤ N * q ^ 2 / (2 * m * ω) := by
  have hmain := (structureFactor_sq_le s w hs hw).1
  have hF : 0 ≤ fSum s w := Finset.sum_nonneg (fun j _ => mul_nonneg (hs j) (hw j).le)
  have hN : 0 ≤ N := by
    by_contra hn
    have h1 : 0 < m * V * ω ^ 2 := by positivity
    have h2 : 0 ≤ 4 * π * e ^ 2 := by positivity
    have h3 := mul_nonneg h2 (show 0 ≤ -N by linarith)
    linarith
  -- screening limits the static response to that of a mode at the plasma frequency
  have hA : staticResponse s w * ω ^ 2 ≤ fSum s w := by
    rw [hf, le_div_iff₀ (by positivity)]
    refine le_of_mul_le_mul_left ?_ hV
    have h1 := mul_le_mul_of_nonneg_left hscreen hN
    have h2 : V * (staticResponse s w * ω ^ 2 * (2 * m)) =
        N * (8 * π * e ^ 2 * staticResponse s w) := by
      linear_combination 2 * staticResponse s w * hplasma
    rw [h2]
    linarith
  have hsq : (structureFactor s * ω) ^ 2 ≤ fSum s w ^ 2 := by
    have h1 := mul_le_mul_of_nonneg_right hmain (sq_nonneg ω)
    have h2 := mul_le_mul_of_nonneg_left hA hF
    linarith
  have hfin := (le_abs_self _).trans (abs_le_of_sq_le_sq hsq hF)
  rw [← div_div, le_div_iff₀ hω, ← hf]
  exact hfin

/-- A single mode at the plasma frequency with weight `N q² / (2 m ω)` obeys the f-sum rule and
meets the screening condition with equality. -/
theorem plasmon_bound_sharp {N V m e q ω : ℝ} (hm : 0 < m) (hω : 0 < ω)
    (hplasma : m * V * ω ^ 2 = 4 * π * e ^ 2 * N) :
    fSum (fun _ : Unit => N * q ^ 2 / (2 * m * ω)) (fun _ => ω) = N * q ^ 2 / (2 * m) ∧
      8 * π * e ^ 2 * staticResponse (fun _ : Unit => N * q ^ 2 / (2 * m * ω)) (fun _ => ω) =
        V * q ^ 2 := by
  constructor
  · simp only [fSum, Fintype.sum_unique]
    field_simp
  · simp only [staticResponse, Fintype.sum_unique]
    rw [div_div, ← mul_div_assoc, div_eq_iff (by positivity)]
    linear_combination (-(2 * q ^ 2)) * hplasma

end

end StructureFactorBound
```

```lean
#print axioms StructureFactorBound.structureFactor_sq_le
#print axioms StructureFactorBound.excitation_energy_bounds
#print axioms StructureFactorBound.plasmon_bound
#print axioms StructureFactorBound.plasmon_bound_sharp
```

```
'StructureFactorBound.structureFactor_sq_le' depends on axioms: [propext, Classical.choice, Quot.sound]
'StructureFactorBound.excitation_energy_bounds' depends on axioms: [propext, Classical.choice, Quot.sound]
'StructureFactorBound.plasmon_bound' depends on axioms: [propext, Classical.choice, Quot.sound]
'StructureFactorBound.plasmon_bound_sharp' depends on axioms: [propext, Classical.choice, Quot.sound]
```

## Three moments of a finite spectrum

The finite type `ι` labels the excitations. Excitation j has weight s_j and energy w_j, and the three definitions are

S = ∑_j s_j (`structureFactor`)
A = ∑_j s_j / w_j (`staticResponse`)
F = ∑_j s_j w_j (`fSum`)

For the nondegenerate ground state |0⟩ of a homogeneous system with inversion symmetry, and the density operator ρ_q at wavevector q ≠ 0, the intended reading is s_j = |⟨j|ρ_q|0⟩|² and w_j = E_j − E_0, with ħ = 1. Nothing is divided by the number of electrons N, so the usual structure factor per electron is S/N. In the file, `s` and `w` are arbitrary real functions; no Hamiltonian appears. Infinitely many excitations, discrete or continuous, are not covered; since interacting electrons generally have them even in a finite box, the finite list is a model of their spectrum.

`structureFactor_sq_le` assumes s_j ≥ 0 and w_j > 0 for all j. It states that S² ≤ A F, with equality if and only if some number Ω satisfies w_j = Ω whenever s_j ≠ 0. If every weight vanishes, any Ω will do.

`excitation_energy_bounds` adds S > 0 and a number E that lies at or below every energy of nonzero weight. Then

E ≤ S/A ≤ F/S.

With E equal to the lowest such energy, both ratios are upper bounds on it, and S/A is at least as tight. For a finite spectrum, ground-state and static-response data thus bound the lowest density excitation without a calculation of the excited states.

Positivity of the energies matters. Two excitations with weights 1, 1 and energies 2, −1, as could occur if the reference state were an excited state, give S² = 4 but A = −1/2 and F = 1, so A F = −1/2 and the inequality fails.

## The electron gas with a screening condition

`plasmon_bound` concerns N electrons of mass m and charge magnitude e in volume V, in Gaussian units. All of these are real parameters. The plasma frequency ω > 0 is fixed by `hplasma`:

m V ω² = 4π e² N.

Two further properties are assumed and not derived. The hypothesis `hf` is the f-sum rule, F = N q²/(2m), which expresses particle conservation for electrons with kinetic energy p²/(2m) and an interaction that depends only on their positions. The hypothesis `hscreen` is

8π e² A ≤ V q².

With static density response χ = −2A/V and Coulomb interaction v = 4π e²/q², this says |v χ| ≤ 1: the charge induced by a weak static external charge does not exceed it in magnitude at that wavevector. Equivalently, the inverse static dielectric function 1 + v χ is nonnegative. An electron gas that overscreens, with a negative static dielectric function, violates the condition.

Under these assumptions,

S ≤ N q²/(2 m ω).

`plasmon_bound_sharp` considers a single mode at energy ω with weight N q²/(2 m ω). It satisfies the f-sum rule and meets the screening condition with equality. Its structure factor is its only weight, so for V > 0 the bound is attained within this class of model spectra.

## The gap as a sum over pairs

For nonzero energies, expanding the square gives

s_i s_j (w_i − w_j)²/(w_i w_j) = (s_i/w_i)(s_j w_j) + (s_i w_i)(s_j/w_j) − 2 s_i s_j.

Summed over all i and j, the first two terms each give A F and the last gives −2S². Hence

2(A F − S²) = ∑_i ∑_j s_i s_j (w_i − w_j)²/(w_i w_j).

This is `gap_eq_pair_sum`. Its step `h` is the expansion, checked by `field_simp` and `ring`; the `simp_rw` call then factors the double sums into products of moments.

With nonnegative weights and positive energies, every term on the right is nonnegative (`hterm`), and so is the double sum (`hsum`). This proves S² ≤ A F.

If equality holds, the double sum is zero, so each of its nonnegative terms is zero. For s_i ≠ 0 and s_j ≠ 0 this leaves (w_i − w_j)² = 0, hence w_i = w_j. The proof obtains this as `hpair`, applying `Finset.sum_eq_zero_iff_of_nonneg` first to the outer sum and then to the inner one. Conversely, if all energies of nonzero weight equal Ω, each term contains either a zero weight or a zero energy difference, and the gap vanishes.

## From the inequality to energies and plasmons

For the energy bounds, first note that A ≥ 0, and that A = 0 would give S² ≤ 0, contradicting S > 0. So A > 0. Whenever s_j ≠ 0, E ≤ w_j gives E s_j/w_j ≤ s_j; when s_j = 0 both sides vanish. Summing yields E A ≤ S, which is the lower bound. Dividing S² ≤ A F by A S gives the upper one. The `calc` block is the termwise estimate, and `div_le_div_iff₀` clears the denominators in the second part.

For the plasmon bound, `hplasma` gives

2 m V A ω² = N · 8π e² A ≤ N V q²,

where the last step uses `hscreen` and N ≥ 0, itself a consequence of `hplasma`. Dividing by 2 m V and using the f-sum rule gives A ω² ≤ F, which is `hA`. Therefore

(S ω)² ≤ A F ω² ≤ F²,

which is `hsq`. Since F ≥ 0, it follows that S ω ≤ F = N q²/(2m), and division by ω finishes the proof.

For the single mode, direct substitution gives F = N q²/(2m) and

8π e² A = 4π e² N q²/(m ω²) = V q²,

where the last equality is `hplasma` again, applied in the file through `linear_combination`.
